# Density matrices of orbitals rotating at constant rates: exact extrapolation by reflection, and the idempotency error of linear extrapolation

Let u and w be orthonormal real vectors, and let P(t) be the projector onto cos(t) u + sin(t) w. Then P(0) and P(t) determine P(2t) exactly, through

P(2t) = (2P(t) − 1) P(0) (2P(t) − 1),

whereas the linear extrapolation L = 2P(t) − P(0) has the idempotency error

L² − L = 2 sin²(t) Q, with Q = uuᵀ + wwᵀ the projector onto the plane of u and w.

Both statements extend to several occupied orbitals, each turning in its own plane at its own constant rate, provided that the planes are mutually orthogonal. In Born–Oppenheimer molecular dynamics, where earlier density matrices can supply the starting guess for the next self-consistent field (SCF) calculation, this compares two such guesses for an idealised path with constant rotation rates in a fixed orthonormal basis.

## Orbitals turning in orthogonal planes

The finite index type `n` labels basis functions and `k` labels occupied orbitals. All matrices are real.

```lean
import Mathlib

open Matrix

namespace DensityMatrixExtrapolation

noncomputable section

variable {n k : Type*} [Fintype n] [DecidableEq n] [Fintype k] [DecidableEq k]
```

Collect the initial orbitals uᵢ as the columns of U, and the directions wᵢ into which they turn as the columns of W. The columns are orthonormal within each matrix and orthogonal between the two:

UᵀU = 1, WᵀW = 1, UᵀW = 0.

These conditions need at least twice as many basis functions as occupied orbitals. They also presuppose an orthonormal basis; with overlapping atomic orbitals, the matrices must first be transformed to one.

```lean
/-- The columns of `U` and `W` together form an orthonormal set of orbitals. -/
structure OrthonormalFrames (U W : Matrix n k ℝ) : Prop where
  uu : Uᵀ * U = 1
  ww : Wᵀ * W = 1
  uw : Uᵀ * W = 0
```

Orbital i rotates at the rate θᵢ, which may be any real number, including zero:

vᵢ(t) = cos(tθᵢ) uᵢ + sin(tθᵢ) wᵢ.

With these vectors as the columns of V(t), this reads V(t) = U cos(tθ) + W sin(tθ), where cos(tθ) and sin(tθ) are diagonal matrices. Lean calls V(t) `orbitals U W θ t`.

```lean
/-- Occupied orbitals at time `t`: orbital `i` is `cos (t θ i) u i + sin (t θ i) w i`. -/
def orbitals (U W : Matrix n k ℝ) (θ : k → ℝ) (t : ℝ) : Matrix n k ℝ :=
  U * diagonal (fun i => Real.cos (t * θ i)) + W * diagonal (fun i => Real.sin (t * θ i))
```

The density matrix is P(t) = V(t)V(t)ᵀ, with occupation one per orbital and no spin factor of two.

```lean
/-- The one-particle density matrix built from the occupied orbitals at time `t`. -/
def density (U W : Matrix n k ℝ) (θ : k → ℝ) (t : ℝ) : Matrix n n ℝ :=
  orbitals U W θ t * (orbitals U W θ t)ᵀ
```

The linear guess for time 2t continues the straight line through P(0) and P(t):

L = P(t) + (P(t) − P(0)) = 2P(t) − P(0).

```lean
/-- Linear extrapolation of the density matrix from times `0` and `t` to time `2 t`. -/
def linearGuess (U W : Matrix n k ℝ) (θ : k → ℝ) (t : ℝ) : Matrix n n ℝ :=
  (2 : ℝ) • density U W θ t - density U W θ 0
```

For the trigonometry it helps to have the components, with a labelling the basis function:

V(t)ₐᵢ = Uₐᵢ cos(tθᵢ) + Wₐᵢ sin(tθᵢ).

```lean
omit [Fintype n] [DecidableEq n] in
/-- The components of the occupied orbitals at time `t`. -/
lemma orbitals_apply (U W : Matrix n k ℝ) (θ : k → ℝ) (t : ℝ) (a : n) (i : k) :
    orbitals U W θ t a i = U a i * Real.cos (t * θ i) + W a i * Real.sin (t * θ i) := by
  simp only [orbitals, Matrix.add_apply, Matrix.mul_diagonal]
```

## Overlaps between two times

Multiply out V(t)ᵀV(s). The terms with UᵀW and WᵀU vanish, while UᵀU and WᵀW are identities, so

V(t)ᵀV(s) = cos(tθ) cos(sθ) + sin(tθ) sin(sθ) = diag(cos((t − s)θᵢ)).

Different orbitals therefore never mix, even at different times. The proof obtains WᵀU = 0 by transposing the given condition, expands the product, and finishes with the cosine subtraction formula.

```lean
omit [DecidableEq n] in
/-- The overlap matrix of the orbitals at two times is diagonal, with entries
`cos ((t - s) θ i)`. -/
theorem overlap {U W : Matrix n k ℝ} (h : OrthonormalFrames U W) (θ : k → ℝ) (t s : ℝ) :
    (orbitals U W θ t)ᵀ * orbitals U W θ s
      = diagonal (fun i => Real.cos ((t - s) * θ i)) := by
  have hwu : Wᵀ * U = 0 := by
    have := congrArg Matrix.transpose h.uw
    simpa [Matrix.transpose_mul] using this
  have h1 : ∀ (A B : Matrix k k ℝ) (X Y : Matrix n k ℝ),
      (A * Xᵀ) * (Y * B) = A * (Xᵀ * Y) * B := by
    intro A B X Y
    simp only [Matrix.mul_assoc]
  simp only [orbitals, Matrix.transpose_add, Matrix.transpose_mul, Matrix.diagonal_transpose,
    Matrix.add_mul, Matrix.mul_add, h1, h.uu, h.ww, h.uw, hwu, Matrix.mul_one,
    Matrix.mul_zero, Matrix.zero_mul, add_zero, zero_add, Matrix.diagonal_mul_diagonal,
    Matrix.diagonal_add]
  refine congrArg Matrix.diagonal (funext fun i => ?_)
  show _ = Real.cos ((t - s) * θ i)
  rw [sub_mul, Real.cos_sub]
```

At equal times the overlap is the identity, and hence

P(t)² = V(t) (V(t)ᵀV(t)) V(t)ᵀ = V(t)V(t)ᵀ = P(t).

```lean
omit [DecidableEq n] in
/-- The density matrix is idempotent at every time. -/
theorem density_idempotent {U W : Matrix n k ℝ} (h : OrthonormalFrames U W)
    (θ : k → ℝ) (t : ℝ) : density U W θ t * density U W θ t = density U W θ t := by
  have ho : (orbitals U W θ t)ᵀ * orbitals U W θ t = 1 := by
    rw [overlap h]
    simp
  unfold density
  rw [Matrix.mul_assoc, ← Matrix.mul_assoc _ (orbitals U W θ t), ho, Matrix.one_mul]
```

## Reflection through the current density matrix

The matrix 2P(t) − 1 leaves the occupied space at time t unchanged and reverses the sign of its orthogonal complement. Acting on earlier orbitals, it gives

(2P(t) − 1)V(s) = 2V(t) diag(cos((t − s)θᵢ)) − V(s).

For column i, put α = tθᵢ and β = (t − s)θᵢ, so that sθᵢ = α − β. The coefficients of uᵢ and wᵢ are

2 cos α cos β − cos(α − β) = cos(α + β),

2 sin α cos β − sin(α − β) = sin(α + β).

Since α + β = (2t − s)θᵢ, the result is V(2t − s). In the Lean proof, `e1` and `e2` are these two rewritings of the angles, and `ring` completes the algebra after the addition formulas have been applied.

```lean
/-- The reflection `2 P(t) - 1` carries the orbitals at time `s` to those at `2 t - s`. -/
theorem reflect_orbitals {U W : Matrix n k ℝ} (h : OrthonormalFrames U W)
    (θ : k → ℝ) (t s : ℝ) :
    ((2 : ℝ) • density U W θ t - 1) * orbitals U W θ s = orbitals U W θ (2 * t - s) := by
  rw [Matrix.sub_mul, Matrix.smul_mul, Matrix.one_mul, density, Matrix.mul_assoc, overlap h]
  ext a i
  simp only [Matrix.sub_apply, Matrix.smul_apply, Matrix.mul_diagonal, orbitals_apply,
    smul_eq_mul]
  -- write both angles as a sum or difference of `t θ i` and `(t - s) θ i`
  have e1 : (2 * t - s) * θ i = t * θ i + (t - s) * θ i := by ring
  have e2 : s * θ i = t * θ i - (t - s) * θ i := by ring
  rw [e1, e2, Real.cos_add, Real.sin_add, Real.cos_sub, Real.sin_sub]
  ring
```

Write R = 2P(t) − 1, which is symmetric. Then

R P(s) R = (R V(s)) (R V(s))ᵀ = V(2t − s)V(2t − s)ᵀ = P(2t − s).

Setting s = 0 gives the extrapolation to 2t. The left-hand side uses only the two density matrices; U, W and the rates need not be known separately. In the proof, `hR` is the symmetry of R and `hV'` is the transposed orbital identity.

```lean
/-- Reflecting the density matrix at time `s` through the one at time `t` gives exactly the density
matrix at time `2 t - s`. -/
theorem geodesic_extrapolation {U W : Matrix n k ℝ} (h : OrthonormalFrames U W)
    (θ : k → ℝ) (t s : ℝ) :
    ((2 : ℝ) • density U W θ t - 1) * density U W θ s * ((2 : ℝ) • density U W θ t - 1)
      = density U W θ (2 * t - s) := by
  have hR : ((2 : ℝ) • density U W θ t - 1)ᵀ = (2 : ℝ) • density U W θ t - 1 := by
    simp [density, Matrix.transpose_mul]
  have hV := reflect_orbitals h θ t s
  have hV' := congrArg Matrix.transpose hV
  rw [Matrix.transpose_mul, hR] at hV'
  rw [density.eq_def U W θ s, density.eq_def U W θ (2 * t - s), ← Matrix.mul_assoc, hV,
    Matrix.mul_assoc, hV']
```

## The error of the straight line

For any two idempotent matrices P and P₀, direct expansion gives

(2P − P₀)² − (2P − P₀)
= 4P − 2PP₀ − 2P₀P + P₀ − 2P + P₀
= 2(P + P₀ − PP₀ − P₀P)
= 2(P − P₀)².

This step needs neither symmetry nor a rotation path.

```lean
omit [DecidableEq n] in
/-- For two idempotent matrices, the idempotency error of `2 P - P₀` is twice the square of
their difference. -/
theorem linear_defect {P P₀ : Matrix n n ℝ} (hP : P * P = P) (h₀ : P₀ * P₀ = P₀) :
    ((2 : ℝ) • P - P₀) * ((2 : ℝ) • P - P₀) - ((2 : ℝ) • P - P₀)
      = (2 : ℝ) • ((P - P₀) * (P - P₀)) := by
  simp only [Matrix.sub_mul, Matrix.mul_sub, Matrix.smul_mul, Matrix.mul_smul, hP, h₀]
  module
```

Now take P = P(t) and P₀ = P(0). Because the overlap matrix is diagonal, the squared difference is a sum over orbitals. Write c = cos(tθᵢ), s = sin(tθᵢ), and v = cu + sw, with the index i suppressed on the vectors. Each orbital contributes

vvᵀ + uuᵀ − c(vuᵀ + uvᵀ)
= (c² + 1 − 2c²)uuᵀ + s²wwᵀ + (cs − cs)(uwᵀ + wuᵀ)
= s²(uuᵀ + wwᵀ).

Therefore

L² − L = 2 Σᵢ sin²(tθᵢ) (uᵢuᵢᵀ + wᵢwᵢᵀ).

Lean writes the sum as two matrix products with diagonal matrices of sin²(tθᵢ). In its proof `hmix` inserts the overlap into the mixed products, `hs` and `hd` turn matrix entries into sums over orbitals, and the last line uses sin² + cos² = 1 for each term.

```lean
omit [DecidableEq n] in
/-- The idempotency error of linear extrapolation is `2 sin² (t θ i)` times the projector onto
the plane of `u i` and `w i`, summed over the orbitals. -/
theorem linearGuess_defect {U W : Matrix n k ℝ} (h : OrthonormalFrames U W)
    (θ : k → ℝ) (t : ℝ) :
    linearGuess U W θ t * linearGuess U W θ t - linearGuess U W θ t
      = (2 : ℝ) • (U * diagonal (fun i => Real.sin (t * θ i) ^ 2) * Uᵀ
          + W * diagonal (fun i => Real.sin (t * θ i) ^ 2) * Wᵀ) := by
  have hP := density_idempotent h θ t
  have h₀ := density_idempotent h θ 0
  -- the two mixed products contain the overlap of old and new orbitals
  have hmix : ∀ a b : ℝ, density U W θ a * density U W θ b
      = orbitals U W θ a * diagonal (fun i => Real.cos ((a - b) * θ i))
        * (orbitals U W θ b)ᵀ := by
    intro a b
    rw [← overlap h]
    simp only [density, Matrix.mul_assoc]
  have hs : ∀ (X Y : Matrix n k ℝ) (d : k → ℝ) (a b : n),
      (X * diagonal d * Yᵀ) a b = ∑ i, X a i * d i * Y b i := by
    intro X Y d a b
    rw [Matrix.mul_apply]
    simp only [Matrix.mul_diagonal, Matrix.transpose_apply]
  have hd : ∀ (r : ℝ) (a b : n), density U W θ r a b
      = ∑ i, orbitals U W θ r a i * orbitals U W θ r b i := fun r a b => by
    rw [density, Matrix.mul_apply]
    simp only [Matrix.transpose_apply]
  unfold linearGuess
  rw [linear_defect hP h₀]
  congr 1
  rw [Matrix.sub_mul, Matrix.mul_sub, Matrix.mul_sub, hP, h₀, hmix t 0, hmix 0 t]
  ext a b
  simp only [Matrix.sub_apply, Matrix.add_apply, hs, hd]
  simp only [← Finset.sum_sub_distrib, ← Finset.sum_add_distrib]
  refine Finset.sum_congr rfl fun i _ => ?_
  simp only [orbitals_apply, sub_zero, zero_sub, neg_mul, Real.cos_neg, zero_mul,
    Real.cos_zero, Real.sin_zero, mul_one, mul_zero, add_zero]
  linear_combination (-(U a i * U b i)) * Real.sin_sq_add_cos_sq (t * θ i)
```

Each uᵢuᵢᵀ and each wᵢwᵢᵀ has trace one, so

tr(L² − L) = 4 Σᵢ sin²(tθᵢ).

The proof reaches the same value by cyclic invariance of the trace, which brings UᵀU and WᵀW together.

```lean
omit [DecidableEq n] in
/-- The trace of the idempotency error of linear extrapolation is `4 ∑ sin² (t θ i)`. -/
theorem trace_linearGuess_defect {U W : Matrix n k ℝ} (h : OrthonormalFrames U W)
    (θ : k → ℝ) (t : ℝ) :
    trace (linearGuess U W θ t * linearGuess U W θ t - linearGuess U W θ t)
      = 4 * ∑ i, Real.sin (t * θ i) ^ 2 := by
  rw [linearGuess_defect h, Matrix.trace_smul, Matrix.trace_add,
    Matrix.trace_mul_comm _ Uᵀ, Matrix.trace_mul_comm _ Wᵀ, ← Matrix.mul_assoc,
    ← Matrix.mul_assoc, h.uu, h.ww, Matrix.one_mul, Matrix.trace_diagonal, smul_eq_mul]
  ring
```

If L is idempotent, this trace is zero. A sum of squares vanishes only if every term does, so sin(tθᵢ) = 0 for all i. Conversely, if all these sines vanish, the error formula gives L² = L. Linear extrapolation thus preserves idempotency only when every orbital has turned by a multiple of π, which returns it to its initial ray.

```lean
omit [DecidableEq n] in
/-- Linear extrapolation gives an idempotent matrix exactly when `sin (t θ i)` vanishes for
every orbital. -/
theorem linearGuess_idempotent_iff {U W : Matrix n k ℝ} (h : OrthonormalFrames U W)
    (θ : k → ℝ) (t : ℝ) :
    linearGuess U W θ t * linearGuess U W θ t = linearGuess U W θ t
      ↔ ∀ i, Real.sin (t * θ i) = 0 := by
  constructor
  · intro hL i
    have ht := trace_linearGuess_defect h θ t
    rw [hL, sub_self, Matrix.trace_zero] at ht
    have hi := Finset.single_le_sum (f := fun j => Real.sin (t * θ j) ^ 2)
      (fun j _ => sq_nonneg _) (Finset.mem_univ i)
    have hi' : Real.sin (t * θ i) ^ 2 ≤ ∑ j, Real.sin (t * θ j) ^ 2 := hi
    exact pow_eq_zero_iff (two_ne_zero) |>.mp (le_antisymm (by linarith) (sq_nonneg _))
  · intro hz
    rw [← sub_eq_zero, linearGuess_defect h]
    simp [hz]
```

## One orbital in a plane

For a single orbital the projector can be written directly as an outer product, which is `vecMulVec` in Lean:

P(t) = (cos(t) u + sin(t) w)(cos(t) u + sin(t) w)ᵀ.

```lean
/-- The projector onto the single orbital `cos t u + sin t w`. -/
def rayProjector (u w : n → ℝ) (t : ℝ) : Matrix n n ℝ :=
  vecMulVec (Real.cos t • u + Real.sin t • w) (Real.cos t • u + Real.sin t • w)
```

Treat u and w as matrices with one column and set the rate to one. The general results then become the three statements

P(2t) = (2P(t) − 1)P(0)(2P(t) − 1),

P(2t)² = P(2t),

L² − L = 2 sin²(t)(uuᵀ + wwᵀ).

The last bracket is Q: it fixes u and w and annihilates every vector orthogonal to both. In the proof, `hF` translates the three dot-product conditions into conditions on frames, `hP` identifies the two descriptions of the projector, and `hQ` does the same for the terms in the error.

```lean
/-- One orbital turning in the plane of orthonormal `u` and `w`: the reflection formula gives
`P(2t)`, which is idempotent, while `L = 2 P(t) - P(0)` has `L² - L = 2 sin² t Q`, with `Q` the
projector onto the plane. -/
theorem single_orbital {u w : n → ℝ} (hu : u ⬝ᵥ u = 1) (hw : w ⬝ᵥ w = 1)
    (huw : u ⬝ᵥ w = 0) (t : ℝ) :
    let P := rayProjector u w
    let L := (2 : ℝ) • P t - P 0
    P (2 * t) = ((2 : ℝ) • P t - 1) * P 0 * ((2 : ℝ) • P t - 1)
      ∧ P (2 * t) * P (2 * t) = P (2 * t)
      ∧ L * L - L = (2 * Real.sin t ^ 2) • (vecMulVec u u + vecMulVec w w) := by
  intro P L
  -- regard each vector as a matrix with one column
  let c : (n → ℝ) → Matrix n Unit ℝ := fun v => Matrix.of fun a _ => v a
  have hc : ∀ (x y : n → ℝ) (i j : Unit), ((c x)ᵀ * c y) i j = x ⬝ᵥ y :=
    fun _ _ _ _ => rfl
  have hF : OrthonormalFrames (c u) (c w) :=
    ⟨by ext i j; rw [hc, hu]; simp,
     by ext i j; rw [hc, hw]; simp,
     by ext i j; rw [hc, huw]; simp⟩
  have hP : ∀ s, density (c u) (c w) (fun _ => 1) s = P s := by
    intro s
    ext a b
    rw [density, Matrix.mul_apply]
    simp only [Finset.univ_unique, Finset.sum_singleton, Matrix.transpose_apply,
      orbitals_apply, P, rayProjector, vecMulVec_apply, Pi.add_apply, Pi.smul_apply,
      smul_eq_mul, mul_one, c, Matrix.of_apply]
    ring
  have hQ : ∀ (x : n → ℝ) (r : ℝ),
      (c x * (diagonal (fun _ : Unit => r) : Matrix Unit Unit ℝ) : Matrix n Unit ℝ) * (c x)ᵀ
        = r • vecMulVec x x := by
    intro x r
    ext a b
    rw [Matrix.mul_apply]
    simp only [Finset.univ_unique, Finset.sum_singleton, Matrix.mul_diagonal,
      Matrix.transpose_apply, Matrix.smul_apply, vecMulVec_apply, smul_eq_mul, c,
      Matrix.of_apply]
    ring
  refine ⟨?_, ?_, ?_⟩
  · have := geodesic_extrapolation hF (fun _ => 1) t 0
    rw [hP, hP, hP, sub_zero] at this
    exact this.symm
  · have := density_idempotent hF (fun _ => 1) (2 * t)
    rwa [hP] at this
  · have := linearGuess_defect hF (fun _ => 1) t
    simp only [linearGuess, hP, hQ, mul_one] at this
    refine this.trans ?_
    module
```

The smallest space that holds both vectors is two-dimensional. There Q is the identity, so each eigenvalue λ of L satisfies λ² − λ = 2 sin²(t). As L has trace one, its eigenvalues are

λ = (1 ± √(1 + 8 sin²(t)))/2.

For small t these are approximately 1 + 2t² and −2t²; at t = π/2 they are 2 and −1. Read as occupation numbers, they lie outside the interval from 0 to 1 whenever sin(t) ≠ 0.

## A concrete pair of frames and the reach of the model

With four basis functions and two occupied orbitals, the first two unit vectors can serve as U and the last two as W. Checking the entries of the three products confirms the orthonormality conditions.

```lean
/-- In four dimensions, the matrix whose columns are the first two unit vectors and the matrix whose
columns are the last two satisfy `OrthonormalFrames`. -/
theorem orthonormalFrames_witness :
    OrthonormalFrames (!![1, 0; 0, 1; 0, 0; 0, 0] : Matrix (Fin 4) (Fin 2) ℝ)
      !![0, 0; 0, 0; 1, 0; 0, 1] := by
  constructor <;> ext i j <;> fin_cases i <;> fin_cases j <;>
    simp [Matrix.mul_apply, Fin.sum_univ_succ]

end

end DensityMatrixExtrapolation
```

The constant rates and fixed planes are assumed, not derived from electronic structure equations. In a simulation the nuclear motion generally changes both, and the reflected matrix, though still a projector, is then only an approximation to the next density matrix. The theorems concern the quality of a guess along the model path; they give no bound on SCF convergence or on energy drift.

```lean
#print axioms DensityMatrixExtrapolation.geodesic_extrapolation
-- 'DensityMatrixExtrapolation.geodesic_extrapolation' depends on axioms: [propext, Classical.choice, Quot.sound]
#print axioms DensityMatrixExtrapolation.linearGuess_idempotent_iff
-- 'DensityMatrixExtrapolation.linearGuess_idempotent_iff' depends on axioms: [propext, Classical.choice, Quot.sound]
#print axioms DensityMatrixExtrapolation.single_orbital
-- 'DensityMatrixExtrapolation.single_orbital' depends on axioms: [propext, Classical.choice, Quot.sound]
```
